# A group of integer matrices of determinant ±1 is finite exactly when it preserves a metric tensor

A program that looks for the symmetries of a crystal may collect candidate operations as integer matrices and multiply them together until no new ones appear. If the only check on a candidate is that its determinant is \(1\) or \(-1\), this loop can run forever. The shear

\[
S=\begin{pmatrix}1&1\\0&1\end{pmatrix},\qquad S^k=\begin{pmatrix}1&k\\0&1\end{pmatrix}
\]

passes the check. It maps the points of a plane lattice one-to-one onto themselves and preserves the cell area, yet its powers never repeat. What it fails to preserve is length, for any choice of cell lengths and angle.

Let \(a_1,\dots,a_n\) be a lattice basis. The metric tensor \(G\) has the entries \(G_{ij}=a_i\cdot a_j\), and a vector with coordinate column \(x\) has squared length \(x^TGx\). A linear operation that maps the lattice onto itself sends \(x\) to \(Wx\), where \(W\) and its inverse have integer entries, so \(\det W=\pm1\). It preserves all lengths and angles when \(W^TGW=G\).

**Claim.** Let \(H\) be a group of integer \(n\times n\) matrices of determinant \(1\) or \(-1\). Then \(H\) is finite if and only if there is a real symmetric positive definite \(G\) with \(W^TGW=G\) for every \(W\in H\).

In periodic electronic-structure calculations, the rotation parts of the space-group operations, which are used to reduce the set of k-points, form such a group; the claim concerns these linear parts alone and leaves translations aside.

## From an invariant metric to finitely many matrices

Suppose that \(G\) is symmetric and positive definite. The first ingredient is the Cauchy–Schwarz inequality for the scalar product \(u^TGv\). Put

\[
q=u^TGu,\qquad c=u^TGv,\qquad p=v^TGv .
\]

If \(v=0\), then \(c=p=0\) and \(c^2\le qp\) holds. Otherwise \(p>0\), and the vector \(pu-cv\) has nonnegative squared length. Since \(G\) is symmetric, \(v^TGu=c\), so

\[
0\le (pu-cv)^TG(pu-cv)=p^2q-2pc\,c+c^2p=p\,(qp-c^2).
\]

Dividing by \(p\) gives \(c^2\le qp\).

Next, \(G\) is invertible: if \(Gv=0\) for some \(v\neq0\), then \(v^TGv=0\), against positivity. Let \(e_i\) be the \(i\)-th unit column and set \(r_i=G^{-1}e_i\). This column holds the coordinates, in the direct basis, of the \(i\)-th reciprocal basis vector, in the convention without the factor \(2\pi\). It satisfies

\[
x^TGr_i=x^Te_i=x_i,\qquad r_i^TGr_i=r_i^Te_i=(G^{-1})_{ii}.
\]

Cauchy–Schwarz with \(u=x\) and \(v=r_i\) therefore bounds a coordinate by the length of the vector:

\[
x_i^2\le (G^{-1})_{ii}\;x^TGx .
\]

Now let \(W\) preserve \(G\). Column \(j\) of \(W\) is \(We_j\), the image of the \(j\)-th basis vector, and its squared length is

\[
(We_j)^TG(We_j)=(W^TGW)_{jj}=G_{jj}.
\]

Taking \(x=We_j\) in the coordinate bound gives

\[
W_{ij}^2\le (G^{-1})_{ii}\,G_{jj}.
\]

The right-hand side depends on \(G\) but not on \(W\). Each entry is an integer in a bounded range, so it has finitely many possible values, and there are finitely many entries. Hence only finitely many integer matrices preserve \(G\), and a group made of such matrices is finite.

## From a finite group to an invariant metric

Suppose that \(H\) is finite, and define

\[
G=\sum_{h\in H}h^Th .
\]

Each term is symmetric, so \(G\) is symmetric. For \(x\ne0\),

\[
x^TGx=\sum_{h\in H}(hx)^T(hx)\ \ge\ x^Tx\ >\ 0,
\]

because no term is negative and the identity element contributes \(x^Tx\). For \(W\in H\),

\[
W^TGW=\sum_{h\in H}(hW)^T(hW)=\sum_{h'\in H}h'^Th'=G,
\]

since \(h\mapsto hW\) maps \(H\) one-to-one onto itself. This is the usual average over the group, without the division by the number of elements, which would only change the unit of length.

## Metric tensors and integer matrices in Lean

The index type `n` is any finite type, so the dimension is arbitrary; dimension zero is allowed and gives only the trivial group.

```lean
import Mathlib

open Matrix

namespace InvariantMetricFiniteness

noncomputable section

variable {n : Type*} [Fintype n] [DecidableEq n]
```

`IsMetric G` consists of the symmetry `Gᵀ = G` and the positivity of \(x^TGx\) for nonzero \(x\). The symbol `*ᵥ` applies a matrix to a column, and `⬝ᵥ` is the plain sum of products of coordinates. It is not the physical scalar product, which enters only through `G`.

```lean
/-- A metric tensor: a real symmetric matrix `G` whose squared length `xᵀ G x` is positive
for every nonzero coordinate vector `x`. -/
def IsMetric {n : Type*} [Fintype n] (G : Matrix n n ℝ) : Prop :=
  Gᵀ = G ∧ ∀ x : n → ℝ, x ≠ 0 → 0 < x ⬝ᵥ (G *ᵥ x)
```

The entries of `W` are integers and those of `G` are real. The map `realM` reads an integer matrix as a real one, and as a ring homomorphism it respects products and the identity.

```lean
/-- An integer matrix read as a real matrix. -/
def realM : Matrix n n ℤ →+* Matrix n n ℝ := (Int.castRingHom ℝ).mapMatrix
```

`Preserves W G` is the equation \(W^TGW=G\) over the reals. It fixes the convention that `W` acts on coordinate columns from the left. The definition does not ask `W` to be invertible.

```lean
/-- The integer matrix `W` preserves the form `G`: `Wᵀ G W = G`. -/
def Preserves (W : Matrix n n ℤ) (G : Matrix n n ℝ) : Prop :=
  (realM W)ᵀ * G * realM W = G
```

The group in the main theorem is a `Subgroup (Matrix n n ℤ)ˣ`, a subgroup of the integer matrices that have an integer inverse. The next lemma identifies these with the matrices of determinant \(\pm1\): a square matrix is invertible over a commutative ring exactly when its determinant is, and the invertible integers are \(1\) and \(-1\).

```lean
/-- An integer matrix is invertible over the integers if and only if its determinant
is `1` or `-1`. -/
theorem isUnit_iff_det (W : Matrix n n ℤ) : IsUnit W ↔ W.det = 1 ∨ W.det = -1 := by
  rw [Matrix.isUnit_iff_isUnit_det, Int.isUnit_iff]
```

## Bounding the entries

In the Cauchy–Schwarz proof, `hp` is the positivity \(p>0\), `hs` is the symmetry \(v^TGu=u^TGv\), and `hnn` says that squared lengths are nonnegative. The expansion `hexp` is stated for a general combination \(su-tv\), and `h` then uses it with \(s=p\) and \(t=c\). The step from `h2` to `h3` removes the positive factor \(p\).

```lean
/-- The Cauchy-Schwarz inequality for the scalar product `uᵀ G v` of a metric tensor. -/
theorem metric_cauchy_schwarz {n : Type*} [Fintype n] {G : Matrix n n ℝ} (hG : IsMetric G)
    (u v : n → ℝ) :
    (u ⬝ᵥ (G *ᵥ v)) ^ 2 ≤ (u ⬝ᵥ (G *ᵥ u)) * (v ⬝ᵥ (G *ᵥ v)) := by
  by_cases hv : v = 0
  · simp [hv]
  have hp := hG.2 v hv
  have hs : v ⬝ᵥ (G *ᵥ u) = u ⬝ᵥ (G *ᵥ v) := by
    rw [Matrix.dotProduct_mulVec v G u, ← Matrix.mulVec_transpose, hG.1,
      dotProduct_comm (G *ᵥ v) u]
  have hnn : ∀ w : n → ℝ, 0 ≤ w ⬝ᵥ (G *ᵥ w) := by
    intro w
    by_cases hw : w = 0
    · simp [hw]
    · exact (hG.2 w hw).le
  have hexp : ∀ s t : ℝ, (s • u - t • v) ⬝ᵥ (G *ᵥ (s • u - t • v)) =
      s ^ 2 * (u ⬝ᵥ (G *ᵥ u)) - 2 * s * t * (u ⬝ᵥ (G *ᵥ v)) + t ^ 2 * (v ⬝ᵥ (G *ᵥ v)) := by
    intro s t
    simp only [Matrix.mulVec_sub, Matrix.mulVec_smul, sub_dotProduct, dotProduct_sub,
      smul_dotProduct, dotProduct_smul, smul_eq_mul, hs]
    ring
  -- the part of `u` orthogonal to `v`, scaled by `vᵀ G v`, has nonnegative squared length
  have h := hnn ((v ⬝ᵥ (G *ᵥ v)) • u - (u ⬝ᵥ (G *ᵥ v)) • v)
  rw [hexp] at h
  have h2 : 0 ≤ (v ⬝ᵥ (G *ᵥ v)) *
      ((u ⬝ᵥ (G *ᵥ u)) * (v ⬝ᵥ (G *ᵥ v)) - (u ⬝ᵥ (G *ᵥ v)) ^ 2) := by
    linarith
  have h3 := (mul_nonneg_iff_of_pos_left hp).mp h2
  linarith
```

The coordinate bound begins with `hdet`, the invertibility of `G`, obtained by contradiction from a nonzero vector that `G` sends to zero. The unit column \(e_i\) is `Pi.single i 1`, and the reciprocal vector \(r_i\) is `G⁻¹ *ᵥ Pi.single i 1`. The facts `hGu`, `hd` and `hui` evaluate the two scalar products found above, and Cauchy–Schwarz finishes the argument.

```lean
/-- A coordinate of a vector is bounded by its length and the reciprocal metric tensor:
`x_i² ≤ (G⁻¹)_ii · xᵀ G x` for every metric tensor `G`. -/
theorem coord_sq_le {G : Matrix n n ℝ} (hG : IsMetric G) (x : n → ℝ) (i : n) :
    x i ^ 2 ≤ G⁻¹ i i * (x ⬝ᵥ (G *ᵥ x)) := by
  have hdet : IsUnit G.det := by
    refine isUnit_iff_ne_zero.mpr fun h0 => ?_
    obtain ⟨v, hv, h⟩ := Matrix.exists_mulVec_eq_zero_iff.mpr h0
    have hpos := hG.2 v hv
    rw [h, dotProduct_zero] at hpos
    exact lt_irrefl _ hpos
  -- Cauchy-Schwarz between `x` and the `i`-th reciprocal basis vector
  have hGu : G *ᵥ (G⁻¹ *ᵥ Pi.single i 1) = Pi.single i 1 := by
    rw [Matrix.mulVec_mulVec, Matrix.mul_nonsing_inv _ hdet, Matrix.one_mulVec]
  have hd : ∀ v : n → ℝ, v ⬝ᵥ Pi.single i 1 = v i := by
    intro v
    simp
  have hui : (G⁻¹ *ᵥ Pi.single i 1) i = G⁻¹ i i := by simp
  have h := metric_cauchy_schwarz hG x (G⁻¹ *ᵥ Pi.single i 1)
  rw [hGu, hd, hd, hui] at h
  linarith
```

For the entry bound, the coordinate bound is applied to column `j` of `W`, written as the function `fun k => realM W k j`. The fact `hcol` says that this column has squared length \(G_{jj}\): its squared length is the diagonal entry \((W^TGW)_{jj}\), and `hW` replaces the product by `G`.

```lean
/-- If an integer matrix `W` preserves a metric tensor `G`, its entries obey
`W_ij² ≤ (G⁻¹)_ii G_jj`. -/
theorem entry_sq_le {G : Matrix n n ℝ} (hG : IsMetric G) {W : Matrix n n ℤ}
    (hW : Preserves W G) (i j : n) :
    (W i j : ℝ) ^ 2 ≤ G⁻¹ i i * G j j := by
  have h := coord_sq_le hG (fun k => realM W k j) i
  -- column `j` of `W` is as long as the basis vector `j`
  have hcol : (fun k => realM W k j) ⬝ᵥ (G *ᵥ (fun k => realM W k j)) = G j j := by
    have h1 : (fun k => realM W k j) ⬝ᵥ (G *ᵥ (fun k => realM W k j)) =
        ((realM W)ᵀ * G * realM W) j j := by
      rw [Matrix.mul_assoc]
      rfl
    rw [h1, hW]
  rw [hcol] at h
  exact h
```

To count matrices, the proof places them in a finite box. With \(m=W_{ij}\) and \(N\) the bound \((G^{-1})_{ii}G_{jj}\) rounded up to an integer, the previous lemma gives \(m^2\le N\). Every integer satisfies \(m\le m^2\) and \(-m\le m^2\), so \(-N\le m\le N\). This range can be wider than the one given by a square root, but it is finite, which is all that is needed. `Set.Finite.pi'` is used twice, for rows and for columns, to pass from finitely many values per entry to finitely many matrices.

```lean
/-- Only finitely many integer matrices preserve a given metric tensor. -/
theorem finite_preserving {G : Matrix n n ℝ} (hG : IsMetric G) :
    {W : Matrix n n ℤ | Preserves W G}.Finite := by
  have hbox : {W : n → n → ℤ | ∀ i, W i ∈ {r : n → ℤ | ∀ j, r j ∈
      Set.Icc (-⌈G⁻¹ i i * G j j⌉) ⌈G⁻¹ i i * G j j⌉}}.Finite :=
    Set.Finite.pi' fun i => Set.Finite.pi' fun j => Set.finite_Icc _ _
  refine Set.Finite.subset hbox ?_
  intro W hW i j
  have h2 : ((W i j ^ 2 : ℤ) : ℝ) ≤ (⌈G⁻¹ i i * G j j⌉ : ℝ) := by
    push_cast
    exact (entry_sq_le hG hW i j).trans (Int.le_ceil _)
  have h3 : W i j ^ 2 ≤ ⌈G⁻¹ i i * G j j⌉ := by exact_mod_cast h2
  have h4 := Int.le_self_sq (W i j)
  have h5 := Int.le_self_sq (-W i j)
  rw [neg_sq] at h5
  exact Set.mem_Icc.mpr ⟨by linarith, by linarith⟩
```

Integrality matters here. The bound on the entries would hold for real matrices too, but the rotations of the plane through all angles preserve the unit metric and are infinite in number.

## The equivalence for a group

The theorem reads: for every subgroup `H` of the invertible integer matrices, `H` has finitely many elements if and only if there is a metric tensor `G` preserved by every `W` in `H`. One `G` must serve the whole group.

In the forward direction, `f` sends a group element to its real matrix and respects multiplication. The fact `hq` is the identity

\[
x^T\Big(\sum_h h^Th\Big)x=\sum_h (hx)^T(hx),
\]

proved by adding one term at a time. Three goals remain for the summed matrix. Symmetry follows by transposing each term. Positivity uses `Finset.sum_pos'`, which needs nonnegative terms and one positive term; it is applied first to the sum over the group, with the identity as the positive term, and then to the sum of squared coordinates, with a nonzero coordinate of `x`. Invariance moves `W` inside the sum and relabels the terms with `Equiv.mulRight`, the map \(h\mapsto hW\).

In the backward direction, `H` is mapped into the finite set of matrices that preserve `G`. Two group elements with the same matrix are equal, so the map is injective and `H` is finite.

```lean
/-- A group `H` of integer matrices of determinant `1` or `-1` is finite if and only if
some metric tensor `G` satisfies `Wᵀ G W = G` for every `W` in `H`. -/
theorem finite_iff_exists_invariant_metric (H : Subgroup (Matrix n n ℤ)ˣ) :
    Finite H ↔ ∃ G : Matrix n n ℝ, IsMetric G ∧
      ∀ W ∈ H, Preserves (W : Matrix n n ℤ) G := by
  classical
  constructor
  · intro hfin
    cases nonempty_fintype H
    let f : H →* Matrix n n ℝ :=
      ((realM (n := n)).toMonoidHom.comp (Units.coeHom (Matrix n n ℤ))).comp H.subtype
    have hq : ∀ (x : n → ℝ) (s : Finset H), x ⬝ᵥ ((∑ h ∈ s, (f h)ᵀ * f h) *ᵥ x) =
        ∑ h ∈ s, (f h *ᵥ x) ⬝ᵥ (f h *ᵥ x) := by
      intro x s
      induction s using Finset.induction_on with
      | empty => simp
      | insert a s ha ih =>
        rw [Finset.sum_insert ha, Finset.sum_insert ha, Matrix.add_mulVec, dotProduct_add, ih,
          ← Matrix.mulVec_mulVec, Matrix.dotProduct_mulVec, Matrix.vecMul_transpose]
    refine ⟨∑ h : H, (f h)ᵀ * f h, ⟨?_, ?_⟩, ?_⟩
    · simp only [Matrix.transpose_sum, Matrix.transpose_mul, Matrix.transpose_transpose]
    · -- the identity element alone already contributes a positive length
      intro x hx
      rw [hq]
      refine Finset.sum_pos' (fun h _ => Finset.sum_nonneg fun i _ => mul_self_nonneg _)
        ⟨1, Finset.mem_univ _, ?_⟩
      rw [map_one, Matrix.one_mulVec]
      obtain ⟨i, hi⟩ := Function.ne_iff.mp hx
      exact Finset.sum_pos' (fun k _ => mul_self_nonneg _)
        ⟨i, Finset.mem_univ _, mul_self_pos.mpr hi⟩
    · -- multiplication by `W` only permutes the terms of the sum
      intro W hW
      change (f ⟨W, hW⟩)ᵀ * (∑ h : H, (f h)ᵀ * f h) * f ⟨W, hW⟩ = ∑ h : H, (f h)ᵀ * f h
      rw [Finset.mul_sum, Finset.sum_mul]
      refine Fintype.sum_equiv (Equiv.mulRight ⟨W, hW⟩) _ _ fun h => ?_
      simp only [Equiv.coe_mulRight, map_mul, Matrix.transpose_mul, Matrix.mul_assoc]
  · rintro ⟨G, hG, hinv⟩
    have hfin := (finite_preserving hG).to_subtype
    refine Finite.of_injective
      (fun h : H => (⟨h.1.1, hinv h.1 h.2⟩ : {W : Matrix n n ℤ | Preserves W G})) ?_
    intro a b hab
    have h := congrArg Subtype.val hab
    exact Subtype.ext (Units.ext h)
```

The theorem provides some invariant metric, which need not be that of a given crystal. The quarter turn \(\begin{pmatrix}0&-1\\1&0\end{pmatrix}\) generates a group of four elements, but it is no symmetry of a rectangular lattice with unequal sides. For the matrices to be the rotation parts of symmetries of a given crystal, the metric tensor of its own lattice vectors must be invariant, and each matrix, combined with a suitable translation, must map the atoms onto atoms of the same kind.

## A degenerate form that admits infinitely many shears

The shears from the opening do preserve a quadratic form, though not a positive definite one. With \(D=\mathrm{diag}(0,1)\),

\[
\begin{pmatrix}1&0\\k&1\end{pmatrix}
\begin{pmatrix}0&0\\0&1\end{pmatrix}
\begin{pmatrix}1&k\\0&1\end{pmatrix}
=\begin{pmatrix}0&0\\0&1\end{pmatrix}
\]

for every integer \(k\). The form \(D\) measures only the second coordinate, which a shear leaves alone, and assigns length zero to the first basis vector. A form that is nonzero and positive semidefinite is thus not enough to force finiteness.

The Lean statement says that the set of integer \(2\times2\) matrices with determinant \(1\) that preserve \(D\) is infinite. Its proof gives the family of shears indexed by `k`, recovers `k` from the upper right entry to show that different values give different matrices, and checks the determinant and the four entries of the product.

```lean
/-- The degenerate form `diag(0, 1)` is preserved by infinitely many integer matrices of
determinant `1`. -/
theorem degenerate_form_infinite :
    {W : Matrix (Fin 2) (Fin 2) ℤ | W.det = 1 ∧ Preserves W !![0, 0; 0, 1]}.Infinite := by
  -- the shears with an arbitrary integer `k` above the diagonal
  refine Set.infinite_of_injective_forall_mem
    (f := fun k : ℤ => (!![1, k; 0, 1] : Matrix (Fin 2) (Fin 2) ℤ)) ?_ ?_
  · intro a b h
    have h01 := congrFun (congrFun h 0) 1
    simpa using h01
  · intro k
    refine ⟨by simp [Matrix.det_fin_two], ?_⟩
    unfold Preserves
    ext i j
    fin_cases i <;> fin_cases j <;> simp [realM, Matrix.mul_apply, Fin.sum_univ_succ]

end

end InvariantMetricFiniteness
```

```lean
#print axioms InvariantMetricFiniteness.isUnit_iff_det
#print axioms InvariantMetricFiniteness.finite_iff_exists_invariant_metric
#print axioms InvariantMetricFiniteness.degenerate_form_infinite
```

```
'InvariantMetricFiniteness.isUnit_iff_det' depends on axioms: [propext, Classical.choice, Quot.sound]
'InvariantMetricFiniteness.finite_iff_exists_invariant_metric' depends on axioms: [propext, Classical.choice, Quot.sound]
'InvariantMetricFiniteness.degenerate_form_infinite' depends on axioms: [propext, Classical.choice, Quot.sound]
```
